# A positive imaginary shift bounds a perturber's amplitude and energy at every real denominator; a real shift moves the pole without removing it

In second-order multireference perturbation theory, the zeroth-order energy of a perturber state may come close to that of the reference state along a potential curve. Its energy denominator $\Delta$ then passes near zero, the first-order amplitude $-v/\Delta$ blows up, and the curve acquires a spike. Such a state is called an intruder. A level shift $\varepsilon$ changes the denominator to prevent this, and the question is whether it works for every $\Delta$ or only moves the trouble elsewhere.

## Real couplings and denominators, one pair per state

Each perturber is described by a real coupling $v$ to the reference and a real $\Delta$, its zeroth-order energy minus that of the reference. The perturber states are orthonormal and the zeroth-order Hamiltonian does not couple them to each other, so it is diagonal in them. The imaginary-shifted and real-shifted amplitudes are

$$t=-\frac{v\Delta}{\Delta^2+\varepsilon^2},\qquad t_{\mathrm R}=-\frac{v}{\Delta+\varepsilon},$$

written `imagAmp ε v Δ` and `realAmp ε v Δ`. An amplitude $t$ contributes the Hylleraas energy $E=2vt+\Delta t^2$, `hylleraas v Δ t`, in which $\Delta$ is unshifted.

```lean
import Mathlib

namespace ImaginaryLevelShift

noncomputable section

/-- First-order amplitude of a perturber state with coupling `v` and energy denominator `Δ`
under an imaginary shift `ε`; the domain is `Δ ^ 2 + ε ^ 2 ≠ 0`. -/
def imagAmp (ε v Δ : ℝ) : ℝ := -(v * Δ) / (Δ ^ 2 + ε ^ 2)

/-- First-order amplitude of the same state under a real shift `ε`;
the domain is `Δ + ε ≠ 0`. -/
def realAmp (ε v Δ : ℝ) : ℝ := -v / (Δ + ε)

/-- Second-order Hylleraas energy of one perturber state with amplitude `t`,
evaluated with the unshifted denominator `Δ`. -/
def hylleraas (v Δ t : ℝ) : ℝ := 2 * v * t + Δ * t ^ 2
```

The name "imaginary" comes from the denominator $\Delta+i\varepsilon$. Multiplying above and below by its conjugate gives

$$-\frac{v}{\Delta+i\varepsilon}=-\frac{v(\Delta-i\varepsilon)}{\Delta^2+\varepsilon^2},$$

whose real part is $t$. Without real $v$ and $\Delta$ this identification would fail in general. The proof computes the same real part with `Complex.div_re`.

```lean
/-- The imaginary-shifted amplitude is the real part of the amplitude with
complex denominator `Δ + iε`. -/
theorem imagAmp_eq_re (ε v Δ : ℝ) :
    imagAmp ε v Δ = (-(v : ℂ) / ((Δ : ℂ) + (ε : ℂ) * Complex.I)).re := by
  have h1 : ((Δ : ℂ) + (ε : ℂ) * Complex.I).re = Δ := by simp
  have h2 : ((Δ : ℂ) + (ε : ℂ) * Complex.I).im = ε := by simp
  have h3 : (-(v : ℂ)).re = -v := by simp
  have h4 : (-(v : ℂ)).im = 0 := by simp
  rw [imagAmp, Complex.div_re, Complex.normSq_apply, h1, h2, h3, h4]
  ring
```

## A positive shift caps the amplitude

The hypothesis `0 < ε` says that the shift is switched on. By hand, it makes $\Delta^2+\varepsilon^2$ positive even at $\Delta=0$. Expanding $(|\Delta|-\varepsilon)^2\ge 0$ gives $2|\Delta|\varepsilon\le\Delta^2+\varepsilon^2$, and therefore

$$|t|=\frac{|v||\Delta|}{\Delta^2+\varepsilon^2}\le\frac{|v|}{2\varepsilon}.$$

In the proof, positivity allows both denominators to be cleared; `key` is the expanded square, which is then multiplied by $|v|$. With $\varepsilon=0$ and $v\ne0$ the amplitude is $-v/\Delta$ again, and no bound holds near $\Delta=0$.

```lean
/-- The imaginary-shifted amplitude never exceeds `|v| / (2ε)` in magnitude,
whatever the energy denominator. -/
theorem abs_imagAmp_le {ε : ℝ} (hε : 0 < ε) (v Δ : ℝ) :
    |imagAmp ε v Δ| ≤ |v| / (2 * ε) := by
  have hD : 0 < Δ ^ 2 + ε ^ 2 := by positivity
  have h2 : 0 < 2 * ε := by positivity
  rw [imagAmp, abs_div, abs_neg, abs_mul, abs_of_pos hD, div_le_div_iff₀ hD h2]
  have key : 2 * |Δ| * ε ≤ Δ ^ 2 + ε ^ 2 := by
    nlinarith [sq_nonneg (|Δ| - ε), sq_abs Δ]
  nlinarith [mul_le_mul_of_nonneg_left key (abs_nonneg v)]
```

## For a nonzero coupling, the amplitude is largest at $|\Delta|=\varepsilon$

The hypothesis `v ≠ 0` says that the perturber interacts with the reference. Equality in the bound means $2|v||\Delta|\varepsilon=|v|(\Delta^2+\varepsilon^2)$, that is, $|v|(|\Delta|-\varepsilon)^2=0$. Dividing by $|v|$ leaves $|\Delta|=\varepsilon$; conversely, inserting $|\Delta|=\varepsilon$ gives equality. The proof obtains the vanishing product as `hs` and cancels $|v|$ there. If $v=0$, both sides of the bound are zero for every $\Delta$, and the equivalence fails.

```lean
/-- For a coupled state the amplitude bound is attained exactly when the magnitude of the
energy denominator equals the shift. -/
theorem abs_imagAmp_eq_iff {ε v : ℝ} (hε : 0 < ε) (hv : v ≠ 0) (Δ : ℝ) :
    |imagAmp ε v Δ| = |v| / (2 * ε) ↔ |Δ| = ε := by
  have hD : 0 < Δ ^ 2 + ε ^ 2 := by positivity
  have h2 : 0 < 2 * ε := by positivity
  rw [imagAmp, abs_div, abs_neg, abs_mul, abs_of_pos hD, div_eq_div_iff hD.ne' h2.ne']
  constructor
  · intro h
    -- equality forces the square (|Δ| - ε)² to vanish
    have hs : |v| * (|Δ| - ε) ^ 2 = 0 := by
      linear_combination -h + |v| * sq_abs Δ
    have hz : (|Δ| - ε) ^ 2 = 0 :=
      (mul_eq_zero.mp hs).resolve_left (abs_ne_zero.mpr hv)
    have hz' : |Δ| - ε = 0 := pow_eq_zero_iff two_ne_zero |>.mp hz
    linarith
  · intro h
    have hsq : Δ ^ 2 = ε ^ 2 := by rw [← h, sq_abs]
    rw [h, hsq]
    ring
```

## The same positive shift caps the energy

Put $D=\Delta^2+\varepsilon^2$, which is nonzero because $\varepsilon>0$. Then

$$E=-\frac{2v^2\Delta}{D}+\frac{v^2\Delta^3}{D^2}=-\frac{v^2\Delta(2D-\Delta^2)}{D^2}=-\frac{v^2\Delta(\Delta^2+2\varepsilon^2)}{D^2}.$$

```lean
/-- Closed form of the Hylleraas energy at the imaginary-shifted amplitude. -/
theorem hylleraas_imagAmp {ε : ℝ} (hε : 0 < ε) (v Δ : ℝ) :
    hylleraas v Δ (imagAmp ε v Δ) =
      -(v ^ 2 * Δ * (Δ ^ 2 + 2 * ε ^ 2)) / (Δ ^ 2 + ε ^ 2) ^ 2 := by
  have hD : Δ ^ 2 + ε ^ 2 ≠ 0 := by positivity
  unfold hylleraas imagAmp
  field_simp
  ring
```

The bound $|E|\le 4v^2/(5\varepsilon)$ follows once $5x\varepsilon(x^2+2\varepsilon^2)\le4(x^2+\varepsilon^2)^2$ is known for all real $x$. The right side minus the left side equals

$$\left(2x^2-\tfrac54x\varepsilon-\tfrac25\varepsilon^2\right)^2+\tfrac{20}{643}\,\varepsilon^2\left(\tfrac{643}{40}x-11\varepsilon\right)^2+\tfrac{1228}{16075}\,\varepsilon^4\ge0.$$

Taking $x=\Delta$ and $x=-\Delta$, multiplying by $v^2$ and dividing by $5\varepsilon D^2>0$ bounds $E$ from below and above. The proof gives `nlinarith` these squares in `key` and uses the same two substitutions. The factor $4/5$ is convenient rather than optimal.

```lean
/-- The Hylleraas energy of one perturber state at the imaginary-shifted amplitude is at most
`4v² / (5ε)` in magnitude, whatever the energy denominator. -/
theorem abs_hylleraas_imagAmp_le {ε : ℝ} (hε : 0 < ε) (v Δ : ℝ) :
    |hylleraas v Δ (imagAmp ε v Δ)| ≤ 4 * v ^ 2 / (5 * ε) := by
  have hD : 0 < (Δ ^ 2 + ε ^ 2) ^ 2 := by positivity
  have h5 : 0 < 5 * ε := by positivity
  -- a quartic inequality, written as a sum of squares
  have key : ∀ x : ℝ, 5 * x * (x ^ 2 + 2 * ε ^ 2) * ε ≤ 4 * (x ^ 2 + ε ^ 2) ^ 2 := by
    intro x
    nlinarith [sq_nonneg (2 * x ^ 2 - 5 / 4 * x * ε - 2 / 5 * ε ^ 2),
      sq_nonneg (ε * (643 / 40 * x - 11 * ε)), sq_nonneg (ε ^ 2)]
  rw [hylleraas_imagAmp hε, abs_le]
  constructor
  · rw [neg_div, neg_le_neg_iff, div_le_div_iff₀ hD h5]
    nlinarith [mul_le_mul_of_nonneg_left (key Δ) (sq_nonneg v)]
  · rw [div_le_div_iff₀ hD h5]
    nlinarith [mul_le_mul_of_nonneg_left (key (-Δ)) (sq_nonneg v)]
```

## Finitely many perturbers share one shift

Here `s : Finset ι` is a finite set of perturbers, and `v` and `Δ` assign each its own coupling and denominator. By the triangle inequality,

$$\Bigl|\sum_{k\in s}E_k\Bigr|\le\sum_{k\in s}|E_k|\le\frac{4}{5\varepsilon}\sum_{k\in s}v_k^2.$$

The three `calc` steps are these two inequalities and the extraction of the common factor. For an empty set the bound reads $0\le0$.

For this finite, diagonal model of multireference perturbation theory, no arrangement of denominators along a potential curve can make the second-order energy diverge at fixed $\varepsilon$ and bounded couplings.

```lean
/-- The total Hylleraas energy of finitely many perturber states at their imaginary-shifted
amplitudes is bounded by the summed squared couplings over the shift, with factor `4/5`,
for all values of the energy denominators. -/
theorem abs_total_energy_le {ι : Type*} (s : Finset ι) {ε : ℝ} (hε : 0 < ε) (v Δ : ι → ℝ) :
    |∑ k ∈ s, hylleraas (v k) (Δ k) (imagAmp ε (v k) (Δ k))| ≤
      4 * (∑ k ∈ s, v k ^ 2) / (5 * ε) := by
  calc |∑ k ∈ s, hylleraas (v k) (Δ k) (imagAmp ε (v k) (Δ k))|
      ≤ ∑ k ∈ s, |hylleraas (v k) (Δ k) (imagAmp ε (v k) (Δ k))| :=
        Finset.abs_sum_le_sum_abs _ _
    _ ≤ ∑ k ∈ s, 4 * v k ^ 2 / (5 * ε) :=
        Finset.sum_le_sum fun k _ => abs_hylleraas_imagAmp_le hε (v k) (Δ k)
    _ = 4 * (∑ k ∈ s, v k ^ 2) / (5 * ε) := by
        rw [← Finset.sum_div, ← Finset.mul_sum]
```

## No condition on the denominator, even at degeneracy

Since $\Delta^2(\Delta^2+2\varepsilon^2)=D^2-\varepsilon^4$, multiplying the closed form by $\Delta$ gives

$$\Delta E=-v^2+\frac{v^2\varepsilon^4}{D^2}.$$

Only $\varepsilon>0$ is used, again to keep $D$ nonzero; the proof inserts the closed form and clears denominators. For fixed $\Delta\neq0$, the energy thus differs from the unshifted $-v^2/\Delta$ by a term of order $\varepsilon^4$. In the limiting case $\Delta=0$, both $t$ and $E$ vanish: the shift removes a degenerate perturber instead of describing its mixing with the reference.

```lean
/-- The energy denominator times the Hylleraas energy at the imaginary-shifted amplitude is
`-v²` plus the remainder `v²ε⁴ / (Δ² + ε²)²`. -/
theorem denominator_mul_energy {ε : ℝ} (hε : 0 < ε) (v Δ : ℝ) :
    Δ * hylleraas v Δ (imagAmp ε v Δ) =
      -v ^ 2 + v ^ 2 * ε ^ 4 / (Δ ^ 2 + ε ^ 2) ^ 2 := by
  have hD : Δ ^ 2 + ε ^ 2 ≠ 0 := by positivity
  rw [hylleraas_imagAmp hε]
  field_simp
  ring
```

## With a real shift, a coupled state still diverges

Now $v\ne0$ is essential, since an uncoupled state has zero amplitude away from the pole. The number $\delta>0$ sets how close to $\Delta=-\varepsilon$ one looks, and $M$ is any proposed bound. Put $\Delta=h-\varepsilon$ with $h>0$. Then

$$|t_{\mathrm R}|=\frac{|v|}{h},\qquad E_{\mathrm R}=-\frac{2v^2}{h}+\frac{(h-\varepsilon)v^2}{h^2}=-\frac{v^2(h+\varepsilon)}{h^2}.$$

Choose $h<\delta$, $h\le1$ and $h(|M|+1)\le\min(|v|,v^2\varepsilon)$. This gives $|t_{\mathrm R}|\ge|M|+1>M$ and

$$|E_{\mathrm R}|>\frac{v^2\varepsilon}{h^2}\ge\frac{|M|+1}{h}\ge|M|+1>M.$$

The proof constructs this $h$ as a nested minimum and checks the two estimates separately. Positivity of $\varepsilon$ enters the energy estimate; at $\varepsilon=0$ the divergence is the original one at $\Delta=0$. The condition `Δ + ε ≠ 0` keeps the pole itself out, where Lean's division would return zero.

```lean
/-- With a real shift, every neighbourhood of `Δ = -ε` contains a denominator other than `-ε`
at which both the amplitude and the Hylleraas energy of a coupled state exceed any
prescribed bound in magnitude. -/
theorem realAmp_unbounded {ε v : ℝ} (hε : 0 < ε) (hv : v ≠ 0) (M : ℝ) {δ : ℝ} (hδ : 0 < δ) :
    ∃ Δ : ℝ, Δ + ε ≠ 0 ∧ |Δ + ε| < δ ∧ M < |realAmp ε v Δ| ∧
      M < |hylleraas v Δ (realAmp ε v Δ)| := by
  have hv2 : 0 < v ^ 2 := by positivity
  have hM : 0 < |M| + 1 := by positivity
  have hc : 0 < min |v| (v ^ 2 * ε) := lt_min (abs_pos.mpr hv) (mul_pos hv2 hε)
  -- a small positive distance h from the displaced pole
  obtain ⟨h, h0, h1, h2, h3⟩ : ∃ h : ℝ, 0 < h ∧ h < δ ∧ h ≤ 1 ∧
      h * (|M| + 1) ≤ min |v| (v ^ 2 * ε) :=
    ⟨min (δ / 2) (min 1 (min |v| (v ^ 2 * ε) / (|M| + 1))),
      lt_min (half_pos hδ) (lt_min one_pos (div_pos hc hM)),
      (min_le_left _ _).trans_lt (half_lt_self hδ),
      (min_le_right _ _).trans (min_le_left _ _),
      (le_div_iff₀ hM).mp ((min_le_right _ _).trans (min_le_right _ _))⟩
  have h4 : h * (|M| + 1) ≤ |v| := h3.trans (min_le_left _ _)
  have h5 : h * (|M| + 1) ≤ v ^ 2 * ε := h3.trans (min_le_right _ _)
  have e : h - ε + ε = h := by ring
  have hamp : realAmp ε v (h - ε) = -v / h := by rw [realAmp, e]
  have hen : hylleraas v (h - ε) (-v / h) = -(v ^ 2 * (h + ε) / h ^ 2) := by
    unfold hylleraas
    field_simp
    ring
  refine ⟨h - ε, by rw [e]; exact h0.ne', by rw [e, abs_of_pos h0]; exact h1, ?_, ?_⟩
  · rw [hamp, abs_div, abs_neg, abs_of_pos h0, lt_div_iff₀ h0]
    nlinarith [mul_le_mul_of_nonneg_right (le_abs_self M) h0.le]
  · have hpos : 0 < v ^ 2 * (h + ε) / h ^ 2 := by positivity
    have hh : 0 < h ^ 2 := by positivity
    rw [hamp, hen, abs_neg, abs_of_pos hpos, lt_div_iff₀ hh]
    have a1 : M * h ^ 2 ≤ |M| * h ^ 2 :=
      mul_le_mul_of_nonneg_right (le_abs_self M) hh.le
    have a2 : |M| * h ^ 2 ≤ |M| * h := by
      nlinarith [mul_nonneg (mul_nonneg (abs_nonneg M) h0.le) (sub_nonneg.mpr h2)]
    nlinarith [mul_pos hv2 h0]

end

end ImaginaryLevelShift
```

```lean
#print axioms ImaginaryLevelShift.abs_imagAmp_eq_iff
-- 'ImaginaryLevelShift.abs_imagAmp_eq_iff' depends on axioms: [propext, Classical.choice, Quot.sound]
#print axioms ImaginaryLevelShift.abs_total_energy_le
-- 'ImaginaryLevelShift.abs_total_energy_le' depends on axioms: [propext, Classical.choice, Quot.sound]
#print axioms ImaginaryLevelShift.denominator_mul_energy
-- 'ImaginaryLevelShift.denominator_mul_energy' depends on axioms: [propext, Classical.choice, Quot.sound]
#print axioms ImaginaryLevelShift.realAmp_unbounded
-- 'ImaginaryLevelShift.realAmp_unbounded' depends on axioms: [propext, Classical.choice, Quot.sound]
```

## Both shifts near the displaced pole, in numbers

Take $v=0.02$ and $\varepsilon=0.1$ in atomic units. At $\Delta=-0.1$, where the real-shifted denominator vanishes, the imaginary shift gives $t=0.002/0.02=0.1$, exactly the bound $0.02/0.2$. The energy is $0.004-0.001=0.003$, below its bound of $0.0032$.

At $\Delta=-0.099$, the real shift gives $t_{\mathrm R}=-0.02/0.001=-20$ and $E_{\mathrm R}=-0.8-39.6=-40.4$.
